# The RPA correlation integral of finitely many stable excitations is their zero-point energy shift beyond first order

In the random-phase approximation (RPA), coupling a finite set of excitations changes their zero-point energy. The correlation energy is half the total shift of the coupled mode energies away from their first-order values, provided that the bare energies are positive and the coupled system is stable. The parts below derive this from the integral over imaginary frequency.

In Lean 4 with Mathlib:

```lean
import Mathlib

open MeasureTheory Filter Topology Matrix

namespace ImaginaryFrequencyRPA

noncomputable section

variable {n : Type*} [Fintype n] [DecidableEq n]
```

## Excitations, coupling and the correlation integral

Let $i$ label finitely many excitations with bare energies $d_i>0$, in units with $\hbar=1$. At imaginary frequency $iu$ their independent response is the diagonal matrix $\chi_0(iu)$ with entries $-2d_i/(u^2+d_i^2)$. It acts on the list of excitations, whereas the textbook $\chi_0$ is often a function of two positions.

```lean
/-- Response of independent excitations of energies `d i` at imaginary frequency `iu`,
defined where every `u ^ 2 + d i ^ 2` is nonzero. -/
def chi0 (d : n → ℝ) (u : ℝ) : Matrix n n ℝ :=
  diagonal fun i => -(2 * d i / (u ^ 2 + d i ^ 2))
```

A real matrix $K$ couples the excitations; spin factors are absorbed in it. With $S=\mathrm{diag}(\sqrt{2d_i})$, the squared energies of the coupled modes are the eigenvalues of $M=\mathrm{diag}(d_i^2)+SKS$, called `squaredModes d K`.

```lean
/-- The matrix of squared excitation energies when excitations of nonnegative bare energies
`d i` are coupled by `K`. -/
def squaredModes (d : n → ℝ) (K : Matrix n n ℝ) : Matrix n n ℝ :=
  diagonal (fun i => d i ^ 2) +
    diagonal (fun i => √(2 * d i)) * K * diagonal (fun i => √(2 * d i))
```

The mode energies $\Omega_i$ are the square roots of these eigenvalues. The label $i$ on $\Omega_i$ only counts modes and does not pair a mode with the bare excitation $i$.

```lean
/-- The energy of a mode: the square root of an eigenvalue of a matrix of squared energies,
for nonnegative eigenvalues. -/
def modeEnergy {A : Matrix n n ℝ} (hA : A.IsHermitian) (i : n) : ℝ := √(hA.eigenvalues i)
```

The integrand is $\ln\det(1-\chi_0K)+\mathrm{tr}(\chi_0K)$. The trace removes the term of first order in $K$.

```lean
/-- The RPA integrand `ln det (1 - χ₀ K) + tr (χ₀ K)` at imaginary frequency `iu`, for positive
bare energies and a positive determinant. -/
def rpaIntegrand (d : n → ℝ) (K : Matrix n n ℝ) (u : ℝ) : ℝ :=
  Real.log (1 - chi0 d u * K).det + (chi0 d u * K).trace
```

The correlation energy $E_c$ is defined as $1/4\pi$ times the integral of this expression over all real $u$. This formula is the starting point here and is not derived from the many-electron Hamiltonian.

```lean
/-- The RPA correlation energy as an integral over all imaginary frequencies, for positive bare
energies and a positive definite matrix `squaredModes d K`. -/
def rpaEnergy (d : n → ℝ) (K : Matrix n n ℝ) : ℝ :=
  1 / (4 * Real.pi) * ∫ u, rpaIntegrand d K u
```

## (a) The area under a Lorentzian

Show that for $a>0$ the Lorentzian is integrable, with
$$\int_{-\infty}^{\infty}\frac{2a}{u^2+a^2}\,du=2\pi .$$

**Solution.** Substitute $u=ax$. The integral becomes $2\int dx/(1+x^2)=2\pi$.

The theorem states integrability and the value together. Its proof rewrites the integrand in terms of $u/a$ and rescales with `Measure.integral_comp_div`.

```lean
/-- For `a > 0` the Lorentzian `2a / (u² + a²)` is integrable, with integral `2π`. -/
theorem lorentzian_integral {a : ℝ} (ha : 0 < a) :
    Integrable (fun u : ℝ => 2 * a / (u ^ 2 + a ^ 2)) ∧
      ∫ u : ℝ, 2 * a / (u ^ 2 + a ^ 2) = 2 * Real.pi := by
  have e : (fun u : ℝ => 2 * a / (u ^ 2 + a ^ 2)) =
      fun u => (2 / a) * (1 + (u / a) ^ 2)⁻¹ := by
    funext u
    have h : 1 + (u / a) ^ 2 = (u ^ 2 + a ^ 2) / a ^ 2 := by
      field_simp
      ring
    rw [h, inv_div]
    field_simp
  have hs : ∫ u : ℝ, (1 + (u / a) ^ 2)⁻¹ = |a| • ∫ x : ℝ, (1 + x ^ 2)⁻¹ :=
    Measure.integral_comp_div (fun x : ℝ => (1 + x ^ 2)⁻¹) a
  rw [e]
  refine ⟨(integrable_inv_one_add_sq.comp_div ha.ne').const_mul _, ?_⟩
  rw [integral_const_mul, hs, integral_univ_inv_one_add_sq, abs_of_pos ha, smul_eq_mul]
  field_simp
```

## (b) A bound on the logarithm of a ratio

Show that for $p,q>0$
$$\left|\ln\frac pq\right|\le|p-q|\left(\frac1p+\frac1q\right).$$

**Solution.** Use $\ln x\le x-1$ twice. With $x=p/q$ it gives $\ln(p/q)\le(p-q)/q\le|p-q|/q$. With $x=q/p$ it gives $-\ln(p/q)\le(q-p)/p\le|p-q|/p$. Both right-hand sides are at most the stated bound.

In the code `h1` and `h2` are the two uses of the inequality, and `linarith` combines them.

```lean
/-- The absolute value of the logarithm of a ratio of positive numbers is at most the absolute value
of their difference times the sum of their inverses. -/
theorem abs_log_ratio_le {p q : ℝ} (hp : 0 < p) (hq : 0 < q) :
    |Real.log (p / q)| ≤ |p - q| * (1 / p + 1 / q) := by
  have h1 := Real.log_le_sub_one_of_pos (div_pos hp hq)
  have h2 := Real.log_le_sub_one_of_pos (div_pos hq hp)
  have h3 : Real.log (q / p) = -Real.log (p / q) := by rw [← Real.log_inv, inv_div]
  have e1 : p / q - 1 = (p - q) * (1 / q) := by field_simp
  have e2 : q / p - 1 = -(p - q) * (1 / p) := by
    field_simp
    ring
  have b1 := mul_le_mul_of_nonneg_right (le_abs_self (p - q)) (one_div_pos.2 hq).le
  have b2 := mul_le_mul_of_nonneg_right (neg_le_abs (p - q)) (one_div_pos.2 hp).le
  have c1 : 0 ≤ |p - q| * (1 / p) := by positivity
  have c2 : 0 ≤ |p - q| * (1 / q) := by positivity
  rw [abs_le, mul_add]
  constructor <;> linarith
```

## (c) The logarithmic integral

For $W,D>0$ let $L(u)=\ln\dfrac{u^2+W^2}{u^2+D^2}$. Show that $L$ is integrable and
$$\int_{-\infty}^{\infty}L(u)\,du=2\pi(W-D).$$

**Solution.** In (b) take $p=u^2+W^2$ and $q=u^2+D^2$. Their difference does not depend on $u$, so
$$|L(u)|\le|W^2-D^2|\left(\frac1{u^2+W^2}+\frac1{u^2+D^2}\right),$$
which is integrable by (a). For $a>0$,
$$\frac{d}{du}\left[u\ln(u^2+a^2)+2a\arctan\frac ua\right]=\ln(u^2+a^2)+\frac{2u^2+2a^2}{u^2+a^2}=\ln(u^2+a^2)+2 .$$
Subtracting the case $a=D$ from the case $a=W$ gives an antiderivative of $L$:
$$F(u)=uL(u)+2W\arctan\frac uW-2D\arctan\frac uD .$$
The bound gives $|uL(u)|\le2|W^2-D^2|/|u|$ for $u\ne0$, so this term vanishes at both ends. Hence $F(\pm\infty)=\pm\pi(W-D)$, and the difference is the claim.

The steps appear as `bound`, `edge` (the vanishing boundary term), `prim` (the derivative for one $a$) and `deriv` ($F'=L$). The fundamental theorem of calculus on the whole line is `integral_of_hasDerivAt_of_tendsto`.

```lean
/-- For `W, D > 0` the function `ln ((u² + W²) / (u² + D²))` is integrable over all real `u`,
with integral `2π (W - D)`. -/
theorem log_integral {W D : ℝ} (hW : 0 < W) (hD : 0 < D) :
    Integrable (fun u : ℝ => Real.log ((u ^ 2 + W ^ 2) / (u ^ 2 + D ^ 2))) ∧
      ∫ u : ℝ, Real.log ((u ^ 2 + W ^ 2) / (u ^ 2 + D ^ 2)) = 2 * Real.pi * (W - D) := by
  have bound (u : ℝ) : |Real.log ((u ^ 2 + W ^ 2) / (u ^ 2 + D ^ 2))| ≤
      |W ^ 2 - D ^ 2| * (1 / (u ^ 2 + W ^ 2) + 1 / (u ^ 2 + D ^ 2)) := by
    have h := abs_log_ratio_le (p := u ^ 2 + W ^ 2) (q := u ^ 2 + D ^ 2)
      (by positivity) (by positivity)
    rwa [add_sub_add_left_eq_sub] at h
  have lor {a : ℝ} (ha : 0 < a) : Integrable (fun u : ℝ => 1 / (u ^ 2 + a ^ 2)) := by
    refine ((lorentzian_integral ha).1.const_mul (1 / (2 * a))).congr
      (Eventually.of_forall fun u => ?_)
    show 1 / (2 * a) * (2 * a / (u ^ 2 + a ^ 2)) = 1 / (u ^ 2 + a ^ 2)
    field_simp
  have hm : Measurable (fun u : ℝ => (u ^ 2 + W ^ 2) / (u ^ 2 + D ^ 2)) := by fun_prop
  have hint : Integrable (fun u : ℝ => Real.log ((u ^ 2 + W ^ 2) / (u ^ 2 + D ^ 2))) :=
    (((lor hW).add (lor hD)).const_mul |W ^ 2 - D ^ 2|).mono'
      (Real.measurable_log.comp hm).aestronglyMeasurable (Eventually.of_forall bound)
  refine ⟨hint, ?_⟩
  -- the boundary term `u ln(...)` vanishes at both ends
  have edge {l : Filter ℝ} (hl : Tendsto (fun u : ℝ => |u|) l atTop) :
      Tendsto (fun u : ℝ => u * Real.log ((u ^ 2 + W ^ 2) / (u ^ 2 + D ^ 2))) l (𝓝 0) := by
    have ht : Tendsto (fun u : ℝ => |W ^ 2 - D ^ 2| * 2 * |u|⁻¹) l (𝓝 0) := by
      simpa using (tendsto_inv_atTop_zero.comp hl).const_mul (|W ^ 2 - D ^ 2| * 2)
    refine squeeze_zero_norm (fun u => ?_) ht
    have k (a : ℝ) : |u| * (1 / (u ^ 2 + a ^ 2)) ≤ |u|⁻¹ := by
      by_cases hu : u = 0
      · simp [hu]
      · have h : 0 < |u| := abs_pos.2 hu
        rw [← one_div, mul_one_div, div_le_div_iff₀ (by positivity) h]
        nlinarith [sq_abs u, sq_nonneg a]
    rw [Real.norm_eq_abs, abs_mul]
    have h1 := mul_le_mul_of_nonneg_left (bound u) (abs_nonneg u)
    have h2 := mul_le_mul_of_nonneg_left (add_le_add (k W) (k D)) (abs_nonneg (W ^ 2 - D ^ 2))
    linarith
  -- an antiderivative for each of the two logarithms
  have prim {a : ℝ} (ha : 0 < a) (u : ℝ) :
      HasDerivAt (fun u : ℝ => u * Real.log (u ^ 2 + a ^ 2) + 2 * a * Real.arctan (u / a))
        (Real.log (u ^ 2 + a ^ 2) + 2) u := by
    have hsq : HasDerivAt (fun u : ℝ => u ^ 2 + a ^ 2) (2 * u) u := by
      simpa using (hasDerivAt_pow 2 u).add_const (a ^ 2)
    have hne : u ^ 2 + a ^ 2 ≠ 0 := by positivity
    have e : u * (2 * u / (u ^ 2 + a ^ 2)) + 2 * a * (1 / (1 + (u / a) ^ 2) * (1 / a)) = 2 := by
      have h : 1 + (u / a) ^ 2 = (u ^ 2 + a ^ 2) / a ^ 2 := by
        field_simp
        ring
      rw [h]
      field_simp
    refine (((hasDerivAt_id' u).fun_mul (hsq.log hne)).fun_add
      (((hasDerivAt_id' u).div_const a).arctan.const_mul (2 * a))).congr_deriv ?_
    linear_combination e
  have deriv (u : ℝ) : HasDerivAt (fun u : ℝ =>
      u * Real.log ((u ^ 2 + W ^ 2) / (u ^ 2 + D ^ 2)) + 2 * W * Real.arctan (u / W)
        - 2 * D * Real.arctan (u / D))
      (Real.log ((u ^ 2 + W ^ 2) / (u ^ 2 + D ^ 2))) u := by
    have hlog (v : ℝ) : Real.log ((v ^ 2 + W ^ 2) / (v ^ 2 + D ^ 2)) =
        Real.log (v ^ 2 + W ^ 2) - Real.log (v ^ 2 + D ^ 2) :=
      Real.log_div (by positivity) (by positivity)
    have hF : (fun v : ℝ =>
        v * Real.log ((v ^ 2 + W ^ 2) / (v ^ 2 + D ^ 2)) + 2 * W * Real.arctan (v / W)
          - 2 * D * Real.arctan (v / D)) =
        fun v => (v * Real.log (v ^ 2 + W ^ 2) + 2 * W * Real.arctan (v / W))
          - (v * Real.log (v ^ 2 + D ^ 2) + 2 * D * Real.arctan (v / D)) := by
      funext v
      rw [hlog]
      ring
    rw [hF, hlog]
    exact ((prim hW u).fun_sub (prim hD u)).congr_deriv (by ring)
  have top {a : ℝ} (ha : 0 < a) :
      Tendsto (fun u : ℝ => Real.arctan (u / a)) atTop (𝓝 (Real.pi / 2)) :=
    (Real.tendsto_arctan_atTop.mono_right nhdsWithin_le_nhds).comp
      (tendsto_id.atTop_div_const ha)
  have bot {a : ℝ} (ha : 0 < a) :
      Tendsto (fun u : ℝ => Real.arctan (u / a)) atBot (𝓝 (-(Real.pi / 2))) :=
    (Real.tendsto_arctan_atBot.mono_right nhdsWithin_le_nhds).comp
      (tendsto_id.atBot_div_const ha)
  rw [integral_of_hasDerivAt_of_tendsto deriv hint
    (((edge tendsto_abs_atBot_atTop).add ((bot hW).const_mul (2 * W))).sub
      ((bot hD).const_mul (2 * D)))
    (((edge tendsto_abs_atTop_atTop).add ((top hW).const_mul (2 * W))).sub
      ((top hD).const_mul (2 * D)))]
  ring
```

## (d) The determinant of a shifted symmetric matrix

Let $A$ be a real symmetric $N\times N$ matrix with eigenvalues $\lambda_i$. Show that for real $t$
$$\det(t\,1+A)=\prod_i(t+\lambda_i).$$

**Solution.** The characteristic polynomial is $\det(x\,1-A)=\prod_i(x-\lambda_i)$. At $x=-t$ each side carries a factor $(-1)^N$, which cancels.

For a real matrix, `IsHermitian` means symmetric. The code evaluates `charpoly_eq` at $-t$ and cancels the sign in the last line.

```lean
/-- The determinant of a real symmetric matrix shifted by `t` is the product of its shifted
eigenvalues. -/
theorem det_shift {A : Matrix n n ℝ} (hA : A.IsHermitian) (t : ℝ) :
    (diagonal (fun _ => t) + A).det = ∏ i, (t + hA.eigenvalues i) := by
  have h := congrArg (Polynomial.eval (-t)) hA.charpoly_eq
  have e : Matrix.scalar n (-t) - A = -(diagonal (fun _ => t) + A) := by
    rw [Matrix.scalar_apply]
    ext i j
    by_cases hij : i = j
    · subst hij
      simp
      ring
    · simp [hij]
  rw [Matrix.eval_charpoly, Polynomial.eval_prod, e, Matrix.det_neg] at h
  simp only [Polynomial.eval_sub, Polynomial.eval_X, Polynomial.eval_C] at h
  have r : ∏ i, (-t - hA.eigenvalues i) =
      (-1) ^ Fintype.card n * ∏ i, (t + hA.eigenvalues i) := by
    rw [← Finset.card_univ, ← Finset.prod_const, ← Finset.prod_mul_distrib]
    exact Finset.prod_congr rfl fun i _ => by ring
  exact mul_left_cancel₀ (pow_ne_zero _ (by norm_num)) (h.trans r)
```

## (e) From the dielectric determinant to the squared modes

Show that for $d_i>0$ and any real $K$
$$\prod_i(u^2+d_i^2)\,\det(1-\chi_0(iu)K)=\det(u^2\,1+M).$$

**Solution.** Put $Q=\mathrm{diag}(u^2+d_i^2)$ and $Y=SQ^{-1}K$. Diagonal matrices commute, so $-\chi_0=S\,SQ^{-1}$ and $1-\chi_0K=1+SY$. The determinant allows the exchange $\det(1+SY)=\det(1+YS)$. Multiplying by $\det Q$ gives
$$\det\bigl(Q(1+YS)\bigr)=\det(Q+SKS)=\det(u^2\,1+M).$$

Here `h1` and `h2` are the two factorisations, checked entry by entry, and `det_one_add_mul_comm` is the exchange.

```lean
/-- For positive bare energies, the determinant of `1 - χ₀(iu) K` times the product of the
`u² + d i²` is the determinant of the squared-energy matrix shifted by `u²`. -/
theorem det_dielectric {d : n → ℝ} (hd : ∀ i, 0 < d i) (K : Matrix n n ℝ) (u : ℝ) :
    (∏ i, (u ^ 2 + d i ^ 2)) * (1 - chi0 d u * K).det =
      (diagonal (fun _ => u ^ 2) + squaredModes d K).det := by
  have hne (i : n) : u ^ 2 + d i ^ 2 ≠ 0 := by
    have := hd i
    positivity
  let S : Matrix n n ℝ := diagonal fun i => √(2 * d i)
  let Y : Matrix n n ℝ := diagonal (fun i => √(2 * d i) / (u ^ 2 + d i ^ 2)) * K
  have h1 : 1 - chi0 d u * K = 1 + S * Y := by
    ext i j
    have hs : √(2 * d i) * √(2 * d i) = 2 * d i :=
      Real.mul_self_sqrt (by linarith [hd i])
    simp only [S, Y, chi0, Matrix.sub_apply, Matrix.add_apply, Matrix.diagonal_mul]
    linear_combination (-(K i j / (u ^ 2 + d i ^ 2))) * hs
  have h2 : diagonal (fun _ => u ^ 2) + squaredModes d K =
      diagonal (fun i => u ^ 2 + d i ^ 2) * (1 + Y * S) := by
    ext i j
    have hi := hne i
    simp only [S, Y, squaredModes, Matrix.add_apply, Matrix.diagonal_mul, Matrix.mul_diagonal]
    by_cases hij : i = j
    · subst hij
      simp only [Matrix.diagonal_apply_eq, Matrix.one_apply_eq]
      field_simp
      ring
    · simp only [Matrix.diagonal_apply_ne _ hij, Matrix.one_apply_ne hij]
      field_simp
      ring
  -- exchange the factors inside the determinant
  rw [h1, h2, Matrix.det_mul, Matrix.det_diagonal, Matrix.det_one_add_mul_comm]
```

## (f) Repulsion ensures stability

Stability means that $M$ is symmetric and positive definite: no coupled mode has zero or imaginary frequency. Show that for $d_i>0$ and symmetric positive semidefinite $K$, as for the direct Coulomb repulsion between transition densities, every real vector $x\neq0$ satisfies
$$x^{T}Mx>0 .$$

**Solution.** Write
$$x^{T}Mx=\sum_i d_i^2x_i^2+(Sx)^{T}K(Sx).$$
The first term is positive and the second is nonnegative.

The code follows the same split: $SKS$ is positive semidefinite, and `add_posSemidef` adds it to the positive definite diagonal part.

```lean
/-- Positive bare energies and a positive semidefinite coupling give a positive definite matrix
of squared excitation energies. -/
theorem stable_of_repulsive {d : n → ℝ} (hd : ∀ i, 0 < d i) {K : Matrix n n ℝ}
    (hK : K.PosSemidef) : (squaredModes d K).PosDef := by
  have h := hK.mul_mul_conjTranspose_same (diagonal fun i => √(2 * d i))
  rw [Matrix.diagonal_conjTranspose, star_trivial] at h
  exact (Matrix.PosDef.diagonal fun i => pow_pos (hd i) 2).add_posSemidef h
```

## (g) The correlation energy as the zero-point shift beyond first order

Let $d_i>0$ and let $M$ be symmetric and positive definite. Show that the RPA integrand is integrable and
$$E_c=\frac12\sum_i\bigl(\Omega_i-d_i-K_{ii}\bigr).$$

**Solution.** The eigenvalues of $M$ are $\Omega_i^2>0$. Parts (d), with $t=u^2$, and (e) give
$$\det(1-\chi_0K)=\prod_i\frac{u^2+\Omega_i^2}{u^2+d_i^2}>0,$$
so the logarithm splits into a sum. With the trace, the integrand is
$$\sum_i\left[\ln\frac{u^2+\Omega_i^2}{u^2+d_i^2}-K_{ii}\frac{2d_i}{u^2+d_i^2}\right].$$
By (c) and (a) each term is integrable, with integral $2\pi(\Omega_i-d_i)-2\pi K_{ii}$. Dividing the sum by $4\pi$ gives the result. To first order in $K$ the mode energies add up to $\sum_i(d_i+K_{ii})$, so $E_c$ contains only the shift beyond first order. If some bare energies are equal, a single $d_i+K_{ii}$ need not be the first-order energy of a mode, but the sum is still correct.

In the code `key` is the sum over modes and `hint` the integrability of each term. The hypothesis `hA` is the stability condition, which (f) supplies for repulsive coupling.

For a finite set of excitations, an RPA calculation can therefore compare frequency quadrature with diagonalisation of $M$. The uniform electron gas, whose particle–hole excitations form a continuum, is not covered by this finite sum.

```lean
/-- For positive bare energies and a positive definite squared-energy matrix, the RPA integrand
is integrable and the correlation energy is half the sum of the shifts of the mode energies from
the first-order energies `d i + K i i`. -/
theorem rpaEnergy_eq_zero_point_shift {d : n → ℝ} (hd : ∀ i, 0 < d i) {K : Matrix n n ℝ}
    (hA : (squaredModes d K).PosDef) :
    Integrable (rpaIntegrand d K) ∧
      rpaEnergy d K = 1 / 2 * ∑ i, (modeEnergy hA.isHermitian i - (d i + K i i)) := by
  have hpos (i : n) : 0 < modeEnergy hA.isHermitian i := Real.sqrt_pos.2 (hA.eigenvalues_pos i)
  have hsq (i : n) : hA.isHermitian.eigenvalues i = modeEnergy hA.isHermitian i ^ 2 :=
    (Real.sq_sqrt (hA.eigenvalues_pos i).le).symm
  -- the integrand is a sum over modes
  have key : rpaIntegrand d K = fun u => ∑ i,
      (Real.log ((u ^ 2 + modeEnergy hA.isHermitian i ^ 2) / (u ^ 2 + d i ^ 2))
        - K i i * (2 * d i / (u ^ 2 + d i ^ 2))) := by
    funext u
    have hq (i : n) : 0 < u ^ 2 + d i ^ 2 := by
      have := hd i
      positivity
    have hp (i : n) : 0 < u ^ 2 + modeEnergy hA.isHermitian i ^ 2 := by
      have := hpos i
      positivity
    have hdet : (1 - chi0 d u * K).det =
        ∏ i, (u ^ 2 + modeEnergy hA.isHermitian i ^ 2) / (u ^ 2 + d i ^ 2) := by
      have h := det_dielectric hd K u
      rw [det_shift hA.isHermitian] at h
      simp only [hsq] at h
      rw [Finset.prod_div_distrib, eq_div_iff (Finset.prod_pos fun i _ => hq i).ne', mul_comm]
      exact h
    have htr : (chi0 d u * K).trace = ∑ i, -(K i i * (2 * d i / (u ^ 2 + d i ^ 2))) := by
      simp only [Matrix.trace, Matrix.diag_apply, chi0, Matrix.diagonal_mul]
      exact Finset.sum_congr rfl fun i _ => by ring
    rw [rpaIntegrand, hdet, htr, Real.log_prod, ← Finset.sum_add_distrib]
    · exact Finset.sum_congr rfl fun i _ => by ring
    · exact fun i _ => (div_pos (hp i) (hq i)).ne'
  have hint (i : n) : Integrable (fun u : ℝ =>
      Real.log ((u ^ 2 + modeEnergy hA.isHermitian i ^ 2) / (u ^ 2 + d i ^ 2))
        - K i i * (2 * d i / (u ^ 2 + d i ^ 2))) :=
    (log_integral (hpos i) (hd i)).1.sub ((lorentzian_integral (hd i)).1.const_mul _)
  rw [rpaEnergy, key]
  refine ⟨integrable_finsetSum _ fun i _ => hint i, ?_⟩
  rw [integral_finsetSum _ fun i _ => hint i, Finset.mul_sum, Finset.mul_sum]
  refine Finset.sum_congr rfl fun i _ => ?_
  rw [integral_sub (log_integral (hpos i) (hd i)).1
    ((lorentzian_integral (hd i)).1.const_mul _), integral_const_mul,
    (log_integral (hpos i) (hd i)).2, (lorentzian_integral (hd i)).2]
  have hpi := Real.pi_ne_zero
  field_simp <;> ring

end

end ImaginaryFrequencyRPA
```

```lean
#print axioms ImaginaryFrequencyRPA.stable_of_repulsive
-- 'ImaginaryFrequencyRPA.stable_of_repulsive' depends on axioms: [propext, Classical.choice, Quot.sound]
#print axioms ImaginaryFrequencyRPA.rpaEnergy_eq_zero_point_shift
-- 'ImaginaryFrequencyRPA.rpaEnergy_eq_zero_point_shift' depends on axioms: [propext, Classical.choice, Quot.sound]
```
